# A 1/(n+1) residual bound for linear mixing with a small enough step on solvable symmetric positive semidefinite linear problems

## The linear problem and its mixing iteration

V is a real vector space with inner product ⟨x,y⟩ and norm ‖x‖ = √⟨x,x⟩. Its elements stand for the quantity being mixed, for instance the coefficients of a density. E is a linear map from V to V, b is a fixed vector, and p is a solution, Ep = b. The residual at x is b − Ex. Finite dimension is assumed only where an eigenbasis is needed.

```lean
import Mathlib

open scoped InnerProductSpace

namespace ResidualDecay

noncomputable section

variable {V : Type*} [NormedAddCommGroup V] [InnerProductSpace ℝ V]
```

Linear mixing starts at x₀ and adds a fixed fraction of the residual:

xₙ₊₁ = xₙ + (b − Exₙ)/L.

The number L > 0 will be an upper bound on the response of E in any direction, so the stiffest mode limits the step 1/L. In the code, xₙ is `mixing E b L x₀ n`.

In a self-consistent-field program that uses plain linear mixing of the density, the residual is the output density minus the input density, and the update is `x += alpha * r` with a chosen parameter `alpha`. The residual bounds below describe that loop when `alpha = 1/L` and the residual is exactly b − Ex with a fixed symmetric, positive semidefinite E bounded by L. This is a linear model of the neighbourhood of a fixed point. In Kohn–Sham theory the operator in the role of E is 1 − χ₀K, where χ₀ is the density response of the non-interacting electrons to a change of the effective potential, and K is the derivative of the Hartree and exchange–correlation potential with respect to the density. Even when χ₀ and K are both symmetric, their product is in general not, so the symmetry of E in the plain inner product is an assumption of the model.

```lean
/-- Linear mixing for `E x = b` with step `1 / L`, started from `x₀`. -/
def mixing (E : V →ₗ[ℝ] V) (b : V) (L : ℝ) (x₀ : V) : ℕ → V
  | 0 => x₀
  | n + 1 => mixing E b L x₀ n + (1 / L) • (b - E (mixing E b L x₀ n))
```

The sharp bound contains the factor

rate(n) = nⁿ/(n+1)ⁿ⁺¹,

with 0⁰ = 1, so that rate(0) = 1.

```lean
/-- The decay factor `n ^ n / (n + 1) ^ (n + 1)`. -/
def rate (n : ℕ) : ℝ := (n : ℝ) ^ n / ((n : ℝ) + 1) ^ (n + 1)
```

To show that the bound is attained, we use an operator with a single active mode. For a unit vector u and a real number c, let

Sx = c⟨u,x⟩u.

It multiplies the component along u by c and removes everything orthogonal to u. The two proof fields of the definition check that S is linear.

```lean
/-- The operator that multiplies the component along `u` by `c` (for a unit vector `u`)
and removes everything orthogonal to `u`. -/
def singleMode (c : ℝ) (u : V) : V →ₗ[ℝ] V where
  toFun x := (c * ⟪u, x⟫_ℝ) • u
  map_add' x y := by rw [inner_add_right, mul_add, add_smul]
  map_smul' a x := by
    rw [real_inner_smul_right, RingHom.id_apply, smul_smul]
    congr 1
    ring
```

## Each mode evolves separately

Let eₙ = xₙ − p be the error. Since b = Ep, the residual is b − Exₙ = −Eeₙ, and therefore

eₙ₊₁ = eₙ − Eeₙ/L = (1 − E/L)eₙ.

In the proof, `map_sub` splits E(xₙ − p), `hp` replaces Ep by b, and `module` collects the vector terms.

```lean
/-- One mixing step acts on the error as `1 - E / L`. -/
theorem error_step {E : V →ₗ[ℝ] V} {b p : V} (hp : E p = b) (L : ℝ) (x₀ : V) (n : ℕ) :
    mixing E b L x₀ (n + 1) - p =
      (mixing E b L x₀ n - p) - (1 / L) • E (mixing E b L x₀ n - p) := by
  rw [map_sub, hp]
  simp only [mixing]
  module
```

Now let E be symmetric and let Ev = μv. Symmetry moves E to the other side of the inner product, ⟨v,Ey⟩ = ⟨Ev,y⟩ = μ⟨v,y⟩, so each step multiplies the error component along v by the same number:

⟨v,eₙ⟩ = (1 − μ/L)ⁿ⟨v,e₀⟩.

The residual component follows by applying −E once more:

⟨v,b − Exₙ⟩ = −μ(1 − μ/L)ⁿ⟨v,e₀⟩.

The induction `herr` is the first formula, and `hr` is the identity b − Exₙ = −Eeₙ.

```lean
/-- For symmetric `E` and a solution `p` of `E p = b`, the residual component along an eigenvector
of `E` with eigenvalue `μ` is the initial error component times `-μ (1 - μ / L) ^ n`. -/
theorem mode_residual {E : V →ₗ[ℝ] V} (hE : E.IsSymmetric) {b p v : V} (hp : E p = b)
    {μ : ℝ} (hv : E v = μ • v) (L : ℝ) (x₀ : V) (n : ℕ) :
    ⟪v, b - E (mixing E b L x₀ n)⟫_ℝ = -(μ * (1 - μ / L) ^ n * ⟪v, x₀ - p⟫_ℝ) := by
  have hin : ∀ y, ⟪v, E y⟫_ℝ = μ * ⟪v, y⟫_ℝ := fun y => by
    rw [← hE v y, hv, real_inner_smul_left]
  -- the error component is multiplied by the same factor in every step
  have herr : ⟪v, mixing E b L x₀ n - p⟫_ℝ = (1 - μ / L) ^ n * ⟪v, x₀ - p⟫_ℝ := by
    induction n with
    | zero => simp [mixing]
    | succ k ih =>
      rw [error_step hp, inner_sub_right, real_inner_smul_right, hin, ih]
      ring
  have hr : b - E (mixing E b L x₀ n) = -E (mixing E b L x₀ n - p) := by
    rw [map_sub, hp, neg_sub]
  rw [hr, inner_neg_right, hin, herr]
  ring
```

## The largest possible mode factor

With t = μ/L, the size of the mode factor is L·t(1 − t)ⁿ, where 0 ≤ t ≤ 1. The two factors have to be bounded together. Bounding t by 1 and (1 − t)ⁿ by 1 separately gives only the constant L and loses the decay: a mode with small t is damped slowly, but it also contributes little to the residual.

The joint bound can be had without calculus. For a, w ≥ 0 and every natural number k,

(k+1)wᵏa − kwᵏ⁺¹ ≤ aᵏ⁺¹.

The left side is the tangent to aᵏ⁺¹ at a = w. Write Gₖ for the right side minus the left side. Then G₀ = 0, and expanding the products gives

Gₖ₊₁ = aGₖ + (k+1)wᵏ(a − w)².

Both terms on the right are nonnegative if Gₖ is, which proves the inequality by induction. The recursion for the gap is the identity `key`, verified by `ring`.

```lean
/-- A weighted inequality between powers of two nonnegative numbers. -/
theorem weighted_power_bound {a w : ℝ} (ha : 0 ≤ a) (hw : 0 ≤ w) (k : ℕ) :
    ((k : ℝ) + 1) * w ^ k * a - (k : ℝ) * w ^ (k + 1) ≤ a ^ (k + 1) := by
  induction k with
  | zero => simp
  | succ k ih =>
    have h2 : 0 ≤ ((k : ℝ) + 1) * w ^ k * (a - w) ^ 2 := by positivity
    have h3 := add_nonneg (mul_nonneg ha (sub_nonneg.2 ih)) h2
    -- the new gap is `a` times the old gap plus a nonnegative multiple of a square
    have key : a ^ (k + 1 + 1) - ((((k + 1 : ℕ) : ℝ) + 1) * w ^ (k + 1) * a
        - ((k + 1 : ℕ) : ℝ) * w ^ (k + 1 + 1)) =
        a * (a ^ (k + 1) - (((k : ℝ) + 1) * w ^ k * a - (k : ℝ) * w ^ (k + 1)))
          + ((k : ℝ) + 1) * w ^ k * (a - w) ^ 2 := by
      push_cast
      ring
    rw [← key] at h3
    exact sub_nonneg.1 h3
```

For n ≥ 1, put k = n, a = n and w = (n+1)(1 − t). The left side becomes

(n+1)wⁿn − nwⁿ⁺¹ = n(n+1)wⁿ[1 − (1 − t)] = n·t(1 − t)ⁿ(n+1)ⁿ⁺¹,

and the inequality says that this is at most nⁿ⁺¹. Division by n(n+1)ⁿ⁺¹ yields

t(1 − t)ⁿ ≤ nⁿ/(n+1)ⁿ⁺¹.

For n = 0 the claim is t ≤ 1. The proof treats that case first, and its `calc` block is the computation above. Only t ≤ 1 is used, since a lower bound on t plays no part in this inequality.

```lean
/-- For a scaled eigenvalue `t` not exceeding 1, the factor `t (1 - t) ^ n` is at most
`rate n`. -/
theorem mode_bound (n : ℕ) {t : ℝ} (h1 : t ≤ 1) :
    t * (1 - t) ^ n ≤ rate n := by
  unfold rate
  rw [le_div_iff₀ (by positivity)]
  rcases Nat.eq_zero_or_pos n with rfl | hn
  · simpa using h1
  have hn' : (0 : ℝ) < n := by exact_mod_cast hn
  have hw : 0 ≤ ((n : ℝ) + 1) * (1 - t) := mul_nonneg (by positivity) (by linarith)
  have h := weighted_power_bound hn'.le hw n
  refine le_of_mul_le_mul_left ?_ hn'
  calc (n : ℝ) * (t * (1 - t) ^ n * ((n : ℝ) + 1) ^ (n + 1))
      = ((n : ℝ) + 1) * (((n : ℝ) + 1) * (1 - t)) ^ n * n
          - (n : ℝ) * (((n : ℝ) + 1) * (1 - t)) ^ (n + 1) := by
        simp only [mul_pow, pow_succ]
        ring
    _ ≤ (n : ℝ) ^ (n + 1) := h
    _ = (n : ℝ) * (n : ℝ) ^ n := by rw [pow_succ']
```

## From modes to the norm of the residual

Let V be finite-dimensional and let vᵢ be an orthonormal eigenbasis of E with eigenvalues μᵢ. The hypotheses on E are

0 ≤ ⟨x,Ex⟩ ≤ L‖x‖² for all x.

Taking x = vᵢ gives 0 ≤ μᵢ ≤ L. The squared residual norm is the sum of its squared components, so

‖b − Exₙ‖² = Σᵢ [μᵢ(1 − μᵢ/L)ⁿ]²⟨vᵢ,e₀⟩² ≤ [L·rate(n)]² Σᵢ ⟨vᵢ,e₀⟩² = [L·rate(n)]²‖e₀‖².

Taking square roots gives the theorem:

‖b − Exₙ‖ ≤ L·rate(n)·‖x₀ − p‖.

In the Lean statement, `hE` is symmetry, `hpos` and `hbd` are the two quadratic-form bounds, and `hp` says that p solves the problem. Solvability is thus assumed; for singular E it restricts b to the range of E. No positive lower bound on the spectrum appears, and hence no condition number. The vector p may be any solution, so the inequality holds in particular for the one closest to x₀.

The proof follows the sum term by term. `B` is the eigenbasis, `sum_sq_norm_inner_right` expands both norms, `hμ0` and `hμL` locate the eigenvalue, and `hg1` applies the mode bound.

```lean
/-- In finite dimension, for symmetric positive semidefinite `E` bounded by `L`, the norm of the
residual after `n` mixing steps is at most `L * rate n` times the initial distance to any solution
`p`. -/
theorem residual_le_rate [FiniteDimensional ℝ V] {E : V →ₗ[ℝ] V} (hE : E.IsSymmetric)
    (hpos : ∀ x, 0 ≤ ⟪x, E x⟫_ℝ) {L : ℝ} (hL : 0 < L)
    (hbd : ∀ x, ⟪x, E x⟫_ℝ ≤ L * ‖x‖ ^ 2) {b p : V} (hp : E p = b) (x₀ : V) (n : ℕ) :
    ‖b - E (mixing E b L x₀ n)‖ ≤ L * rate n * ‖x₀ - p‖ := by
  have hrate : 0 ≤ rate n := by unfold rate; positivity
  let B := hE.eigenvectorBasis rfl
  refine (sq_le_sq₀ (norm_nonneg _) (by positivity)).1 ?_
  -- compare the two vectors component by component in the eigenbasis
  rw [mul_pow, ← B.sum_sq_norm_inner_right (b - E (mixing E b L x₀ n)),
    ← B.sum_sq_norm_inner_right (x₀ - p), Finset.mul_sum]
  refine Finset.sum_le_sum fun i _ => ?_
  obtain ⟨μ, hv⟩ : ∃ μ : ℝ, E (B i) = μ • B i :=
    ⟨_, hE.apply_eigenvectorBasis rfl i⟩
  have hμ : ⟪B i, E (B i)⟫_ℝ = μ := by
    rw [hv, real_inner_smul_right, real_inner_self_eq_norm_sq, B.orthonormal.1 i]
    ring
  have hμ0 : 0 ≤ μ := hμ ▸ hpos (B i)
  have hμL : μ ≤ L := by
    have h := hbd (B i)
    rw [hμ, B.orthonormal.1 i] at h
    linarith

  have ht1 : μ / L ≤ 1 := (div_le_one hL).2 hμL
  have hg : μ * (1 - μ / L) ^ n = L * (μ / L * (1 - μ / L) ^ n) := by
    rw [← mul_assoc, mul_div_cancel₀ μ hL.ne']
  have hg0 : 0 ≤ μ * (1 - μ / L) ^ n :=
    mul_nonneg hμ0 (pow_nonneg (by linarith) n)
  have hg1 : μ * (1 - μ / L) ^ n ≤ L * rate n := by
    rw [hg]
    exact mul_le_mul_of_nonneg_left (mode_bound n ht1) hL.le
  rw [mode_residual hE hp hv, norm_neg, norm_mul, Real.norm_of_nonneg hg0, mul_pow]
  exact mul_le_mul_of_nonneg_right (pow_le_pow_left₀ hg0 hg1 2) (sq_nonneg _)
```

The simpler bound comes from splitting off one factor of n+1:

rate(n) = (n/(n+1))ⁿ/(n+1) ≤ 1/(n+1).

Hence, for every n,

‖b − Exₙ‖ ≤ L‖x₀ − p‖/(n+1).

For a calculation that stops when the residual norm falls to a tolerance τ > 0, this guarantees success once n+1 ≥ L‖x₀ − p‖/τ, within the linear symmetric model and in exact arithmetic. The guarantee concerns the residual and not the distance to p: an error component in the kernel of E is invisible to the residual, and mixing leaves it unchanged.

```lean
/-- In finite dimension, for symmetric positive semidefinite `E` bounded by `L` and any solution
`p`, the residual norm of linear mixing is at most `L ‖x₀ - p‖ / (n + 1)` after `n` steps. -/
theorem residual_le [FiniteDimensional ℝ V] {E : V →ₗ[ℝ] V} (hE : E.IsSymmetric)
    (hpos : ∀ x, 0 ≤ ⟪x, E x⟫_ℝ) {L : ℝ} (hL : 0 < L)
    (hbd : ∀ x, ⟪x, E x⟫_ℝ ≤ L * ‖x‖ ^ 2) {b p : V} (hp : E p = b) (x₀ : V) (n : ℕ) :
    ‖b - E (mixing E b L x₀ n)‖ ≤ L * ‖x₀ - p‖ / (n + 1) := by
  have hr : rate n ≤ 1 / ((n : ℝ) + 1) := by
    unfold rate
    rw [div_le_div_iff₀ (by positivity) (by positivity), one_mul, pow_succ]
    exact mul_le_mul_of_nonneg_right
      (pow_le_pow_left₀ (by positivity) (by linarith) n) (by positivity)
  calc ‖b - E (mixing E b L x₀ n)‖ ≤ L * rate n * ‖x₀ - p‖ :=
        residual_le_rate hE hpos hL hbd hp x₀ n
    _ ≤ L * (1 / ((n : ℝ) + 1)) * ‖x₀ - p‖ := by gcongr
    _ = L * ‖x₀ - p‖ / (n + 1) := by ring
```

## Initial errors that attain the bound

The mode factor reaches its maximum at t = 1/(n+1). Fix n and suppose that the initial error is an eigenvector with that scaled eigenvalue, or is zero:

Ee₀ = (L/(n+1))e₀.

Every step then multiplies the error by 1 − 1/(n+1) = n/(n+1), and after n steps

‖b − Exₙ‖ = (L/(n+1))(n/(n+1))ⁿ‖e₀‖ = L·rate(n)·‖x₀ − p‖.

This computation needs neither symmetry nor finite dimension. In the proof, `herr` follows the error through an arbitrary step k while n stays fixed, and `hc` simplifies the damping factor.

```lean
/-- If the initial error is an eigenvector of `E` with eigenvalue `L / (n + 1)`, the residual
after `n` steps equals `L * rate n` times the initial error norm. -/
theorem residual_eq_rate {E : V →ₗ[ℝ] V} {L : ℝ} (hL : 0 < L) {b p x₀ : V} (hp : E p = b)
    (n : ℕ) (h : E (x₀ - p) = (L / ((n : ℝ) + 1)) • (x₀ - p)) :
    ‖b - E (mixing E b L x₀ n)‖ = L * rate n * ‖x₀ - p‖ := by
  have herr : ∀ k, mixing E b L x₀ k - p =
      (1 - L / ((n : ℝ) + 1) / L) ^ k • (x₀ - p) := by
    intro k
    induction k with
    | zero => simp [mixing]
    | succ k ih =>
      rw [error_step hp, ih, map_smul, h, pow_succ]
      module
  have hn : (n : ℝ) + 1 ≠ 0 := by positivity
  have hc : 1 - L / ((n : ℝ) + 1) / L = (n : ℝ) / ((n : ℝ) + 1) := by
    rw [div_right_comm, div_self hL.ne', eq_div_iff hn, sub_mul, div_mul_cancel₀ _ hn]
    ring
  have hr : b - E (mixing E b L x₀ n) = -E (mixing E b L x₀ n - p) := by
    rw [map_sub, hp, neg_sub]
  rw [hr, herr, map_smul, h, hc, norm_neg, norm_smul, norm_smul,
    Real.norm_of_nonneg (by positivity), Real.norm_of_nonneg (by positivity)]
  unfold rate
  rw [div_pow, pow_succ, ← div_div]
  ring
```

An operator of this kind that meets all the hypotheses is the single-mode map with c = L/(n+1) and a unit vector u. Its quadratic form is

⟨x,Sx⟩ = (L/(n+1))⟨u,x⟩²,

which is nonnegative and, by the Cauchy–Schwarz inequality, at most L‖x‖². The map is symmetric and vanishes on every vector orthogonal to u, so it is singular as soon as V has dimension at least two. With b = 0, p = 0 and x₀ = u, the initial error is u itself, with norm 1, and the residual norm at step n is exactly L·rate(n).

The five parts of the conjunction state symmetry, positivity, the upper bound, the vanishing on orthogonal vectors and the equality, in that order. The operator depends on n: for each step number there is a problem that attains the bound at that step. The theorem does not provide one operator that attains it at all steps. For one fixed E in finite dimension that meets the hypotheses, every mode with μ > 0 carries the factor (1 − μ/L)ⁿ with 0 ≤ 1 − μ/L < 1, and modes with μ = 0 do not contribute, so the residual decays at least geometrically, at a rate set by the smallest nonzero eigenvalue. The 1/(n+1) behaviour is the worst case over all admissible E.

```lean
/-- For a unit vector `u`, `singleMode (L / (n + 1)) u` is symmetric, positive semidefinite,
bounded by `L` and zero on vectors orthogonal to `u`; mixing from `u` with `b = 0` has
residual norm exactly `L * rate n` at step `n`. -/
theorem residual_witness {u : V} (hu : ‖u‖ = 1) {L : ℝ} (hL : 0 < L) (n : ℕ) :
    (singleMode (L / ((n : ℝ) + 1)) u).IsSymmetric ∧
    (∀ x, 0 ≤ ⟪x, singleMode (L / ((n : ℝ) + 1)) u x⟫_ℝ) ∧
    (∀ x, ⟪x, singleMode (L / ((n : ℝ) + 1)) u x⟫_ℝ ≤ L * ‖x‖ ^ 2) ∧
    (∀ x, ⟪u, x⟫_ℝ = 0 → singleMode (L / ((n : ℝ) + 1)) u x = 0) ∧
    ‖0 - singleMode (L / ((n : ℝ) + 1)) u
      (mixing (singleMode (L / ((n : ℝ) + 1)) u) 0 L u n)‖ = L * rate n := by
  have happ : ∀ (c : ℝ) (x : V), singleMode c u x = (c * ⟪u, x⟫_ℝ) • u := fun _ _ => rfl
  have hc0 : 0 ≤ L / ((n : ℝ) + 1) := by positivity
  have hcL : L / ((n : ℝ) + 1) ≤ L :=
    div_le_self hL.le (by linarith [Nat.cast_nonneg (α := ℝ) n])
  have hq : ∀ x, ⟪x, singleMode (L / ((n : ℝ) + 1)) u x⟫_ℝ =
      L / ((n : ℝ) + 1) * ⟪u, x⟫_ℝ ^ 2 := fun x => by
    rw [happ, real_inner_smul_right, real_inner_comm u x]
    ring
  refine ⟨fun x y => ?_, fun x => ?_, fun x => ?_, fun x hx => ?_, ?_⟩
  · rw [happ, happ, real_inner_smul_left, real_inner_smul_right, real_inner_comm u x]
    ring
  · rw [hq]
    positivity
  · have h := abs_real_inner_le_norm u x
    rw [hu, one_mul] at h
    have hs : ⟪u, x⟫_ℝ ^ 2 ≤ ‖x‖ ^ 2 :=
      sq_le_sq.2 (by rwa [abs_of_nonneg (norm_nonneg x)])
    rw [hq]
    exact mul_le_mul hcL hs (sq_nonneg _) hL.le
  · rw [happ, hx, mul_zero, zero_smul]
  · have h := residual_eq_rate (E := singleMode (L / ((n : ℝ) + 1)) u) hL
      (b := 0) (p := 0) (x₀ := u) (map_zero _) n
      (by rw [sub_zero, happ, real_inner_self_eq_norm_sq, hu, one_pow, mul_one])
    rwa [sub_zero u, hu, mul_one] at h

end

end ResidualDecay
```

```lean
#print axioms ResidualDecay.residual_le
```

```
'ResidualDecay.residual_le' depends on axioms: [propext, Classical.choice, Quot.sound]
```
